# Exact two-component decoupling of a finite Hermitian Hamiltonian, given a solution X of the decoupling equation

Let H be a finite Hermitian matrix with upper diagonal block A, lower diagonal block D and coupling B, and suppose that a matrix X satisfies

B† + D X = X (A + B X).

If the square matrices R and S satisfy

R† (1 + X† X) R = 1 and S† (1 + X X†) S = 1,

then the matrix U with rows (R, −X†S) and (XR, S) is unitary, and U†HU is block diagonal.

The physical problem is that the Dirac equation couples the upper and lower components of the wavefunction, while electronic-structure work often wants a Hamiltonian that acts on two components only and keeps the electronic energies. For a Dirac Hamiltonian written as a finite matrix in an orthonormal basis, the upper block of U†HU is a two-component Hamiltonian, available once X is known, and its eigenvalues are among those of the full matrix. For states spanned by the first columns of U, X maps the upper components to the lower ones. The normalisation conditions say that the columns (R, XR) and the columns (−X†S, S) are each orthonormal. The letter S here renormalises the lower set; it is not an overlap matrix.

One step towards an electrons-only Hamiltonian remains: X must be the solution that belongs to the positive-energy states. The hypotheses accept any solution, and they assume that one exists.

## The matrices in Lean

The finite index types `m` and `n` label the upper and lower basis functions, and their sizes are arbitrary. Thus B is m × n and X is n × m.

```lean
import Mathlib

open Matrix

namespace ExactTwoComponent

noncomputable section

variable {m n : Type*} [Fintype m] [Fintype n] [DecidableEq m] [DecidableEq n]
```

`fromBlocks` assembles a matrix from its four blocks, and `ᴴ` is the conjugate transpose. The lower-left block of H is B† by construction, so H is Hermitian once A and D are; that is assumed only where it is needed.

```lean
/-- The Hamiltonian with upper block `A`, lower block `D` and coupling `B` between them. -/
def hamiltonian (A : Matrix m m ℂ) (B : Matrix m n ℂ) (D : Matrix n n ℂ) :
    Matrix (m ⊕ n) (m ⊕ n) ℂ :=
  fromBlocks A B Bᴴ D
```

The decoupling equation is a named condition on the four blocks.

```lean
/-- The decoupling equation for the matrix `X` that maps upper to lower components. -/
def IsDecoupling (A : Matrix m m ℂ) (B : Matrix m n ℂ) (D : Matrix n n ℂ)
    (X : Matrix n m ℂ) : Prop :=
  Bᴴ + D * X = X * (A + B * X)
```

The transformation U is defined for any X, R and S, normalised or not.

```lean
/-- The two-component transformation built from `X` and the renormalisation matrices
`R` and `S`. -/
def transformation (X : Matrix n m ℂ) (R : Matrix m m ℂ) (S : Matrix n n ℂ) :
    Matrix (m ⊕ n) (m ⊕ n) ℂ :=
  fromBlocks R (-(Xᴴ * S)) (X * R) S
```

## (a) Orthonormal columns

Show that the two normalisation conditions alone give, for every X,

U† U = 1.

The adjoint U† has rows (R†, R†X†) and (−S†X, S†). The four blocks of the product are

upper left: R†R + R†X†XR = R†(1 + X†X)R = 1

upper right: −R†X†S + R†X†S = 0

lower left: −S†XR + S†XR = 0

lower right: S†XX†S + S†S = S†(1 + XX†)S = 1.

In the proof, `fromBlocks_inj` splits the matrix equation into these four. The diagonal ones are rearranged into `hR` and `hS`, and `simp` cancels the terms in the other two.

```lean
/-- If `R` and `S` satisfy the normalisation conditions, the transformation is unitary,
whatever the matrix `X`. -/
theorem transformation_unitary (X : Matrix n m ℂ) (R : Matrix m m ℂ) (S : Matrix n n ℂ)
    (hR : Rᴴ * (1 + Xᴴ * X) * R = 1) (hS : Sᴴ * (1 + X * Xᴴ) * S = 1) :
    (transformation X R S)ᴴ * transformation X R S = 1 := by
  rw [transformation, fromBlocks_conjTranspose, fromBlocks_multiply, ← fromBlocks_one]
  refine fromBlocks_inj.mpr ⟨?_, ?_, ?_, ?_⟩
  · refine Eq.trans ?_ hR
    simp only [conjTranspose_mul, Matrix.mul_add, Matrix.add_mul, Matrix.mul_one,
      Matrix.mul_assoc]
  · simp [conjTranspose_mul, Matrix.mul_assoc]
  · simp [conjTranspose_mul, Matrix.mul_assoc]
  · refine Eq.trans ?_ hS
    simp only [conjTranspose_neg, conjTranspose_mul, conjTranspose_conjTranspose,
      Matrix.neg_mul, Matrix.mul_neg, neg_neg, Matrix.mul_add, Matrix.add_mul,
      Matrix.mul_one, Matrix.mul_assoc]
    abel
```

## (b) The action of H on the two sets of columns

Let A and D be Hermitian, let X solve the decoupling equation, and let R and S be invertible. Show that

H U = U K,

where K is block diagonal with

K₁₁ = R⁻¹ (A + B X) R and K₂₂ = S⁻¹ (D − B†X†) S.

On the first set of columns, H gives the upper part (A + BX)R and the lower part (B† + DX)R. By the decoupling equation the lower part is X(A + BX)R. The first columns of UK are RK₁₁ = (A + BX)R and XRK₁₁ = X(A + BX)R, which agree.

For the second set, take the adjoint of the decoupling equation, using A† = A and D† = D:

B + X†D = A X† + X†B†X†.

Rearranged, this is

X† (D − B†X†) = A X† − B.

H sends the second columns to the upper part −AX†S + BS = −X†(D − B†X†)S and the lower part (D − B†X†)S. These are −X†SK₂₂ and SK₂₂, the second columns of UK.

Invertibility is written as `IsUnit R.det` and `IsUnit S.det`. The steps `hr` and `hs` cancel R with R⁻¹ and S with S⁻¹, `h2` is the rearranged adjoint equation, and the four final goals are the four blocks compared above.

```lean
/-- For Hermitian `A` and `D`, a solution `X` of the decoupling equation and invertible
`R` and `S`, the Hamiltonian acts on the columns of the transformation without mixing
the two sets. -/
theorem hamiltonian_mul_transformation {A : Matrix m m ℂ} {B : Matrix m n ℂ}
    {D : Matrix n n ℂ} {X : Matrix n m ℂ} {R : Matrix m m ℂ} {S : Matrix n n ℂ}
    (hA : A.IsHermitian) (hD : D.IsHermitian) (hX : IsDecoupling A B D X)
    (hR : IsUnit R.det) (hS : IsUnit S.det) :
    hamiltonian A B D * transformation X R S = transformation X R S *
      fromBlocks (R⁻¹ * (A + B * X) * R) 0 0 (S⁻¹ * (D - Bᴴ * Xᴴ) * S) := by
  unfold IsDecoupling at hX
  have hr : R * (R⁻¹ * (A + B * X) * R) = (A + B * X) * R := by
    rw [← Matrix.mul_assoc, ← Matrix.mul_assoc, mul_nonsing_inv _ hR, Matrix.one_mul]
  have hs : S * (S⁻¹ * (D - Bᴴ * Xᴴ) * S) = (D - Bᴴ * Xᴴ) * S := by
    rw [← Matrix.mul_assoc, ← Matrix.mul_assoc, mul_nonsing_inv _ hS, Matrix.one_mul]
  -- the adjoint of the decoupling equation governs the lower set of columns
  have h := congrArg conjTranspose hX
  simp only [conjTranspose_add, conjTranspose_mul, conjTranspose_conjTranspose,
    hA.eq, hD.eq, Matrix.add_mul, Matrix.mul_assoc] at h
  have h2 : Xᴴ * (D - Bᴴ * Xᴴ) = A * Xᴴ - B := by
    calc Xᴴ * (D - Bᴴ * Xᴴ) = (B + Xᴴ * D) - Xᴴ * (Bᴴ * Xᴴ) - B := by
          rw [Matrix.mul_sub]; abel
      _ = A * Xᴴ - B := by rw [h]; abel
  rw [hamiltonian, transformation, fromBlocks_multiply, fromBlocks_multiply]
  refine fromBlocks_inj.mpr ⟨?_, ?_, ?_, ?_⟩
  · rw [Matrix.mul_zero, add_zero, hr, Matrix.add_mul, Matrix.mul_assoc]
  · rw [Matrix.mul_zero, zero_add, Matrix.neg_mul, Matrix.mul_assoc Xᴴ S, hs,
      ← Matrix.mul_assoc Xᴴ, h2, Matrix.sub_mul, Matrix.mul_neg, Matrix.mul_assoc]
    abel
  · rw [Matrix.mul_zero, add_zero, Matrix.mul_assoc X R, hr, ← Matrix.mul_assoc X, ← hX,
      Matrix.add_mul, Matrix.mul_assoc]
  · rw [Matrix.mul_zero, zero_add, hs, Matrix.sub_mul, Matrix.mul_neg, Matrix.mul_assoc]
    abel
```

## (c) The block-diagonal Hamiltonian

Now replace invertibility by the normalisation conditions. Show that U is unitary and that, with K from (b),

U† H U = K.

The condition on R says that R†(1 + X†X) is a left inverse of R. Since R is square and finite, R is invertible, and the same argument applies to S. Part (b) therefore holds, and with (a)

U†HU = U†UK = K.

The Lean statement joins two claims: U belongs to `unitaryGroup`, and U†HU equals the explicit block matrix with zero off-diagonal blocks. `isUnit_det_of_left_inverse` supplies the invertibility that (b) requires.

```lean
/-- Exact two-component decoupling: for Hermitian `A` and `D`, a solution `X` of the
decoupling equation and normalised `R` and `S`, the transformation is unitary and brings
the Hamiltonian to block-diagonal form, with the two blocks given explicitly. -/
theorem exact_decoupling {A : Matrix m m ℂ} {B : Matrix m n ℂ}
    {D : Matrix n n ℂ} {X : Matrix n m ℂ} {R : Matrix m m ℂ} {S : Matrix n n ℂ}
    (hA : A.IsHermitian) (hD : D.IsHermitian) (hX : IsDecoupling A B D X)
    (hR : Rᴴ * (1 + Xᴴ * X) * R = 1) (hS : Sᴴ * (1 + X * Xᴴ) * S = 1) :
    transformation X R S ∈ unitaryGroup (m ⊕ n) ℂ ∧
    (transformation X R S)ᴴ * hamiltonian A B D * transformation X R S =
      fromBlocks (R⁻¹ * (A + B * X) * R) 0 0 (S⁻¹ * (D - Bᴴ * Xᴴ) * S) := by
  have hU := transformation_unitary X R S hR hS
  refine ⟨mem_unitaryGroup_iff'.mpr hU, ?_⟩
  rw [Matrix.mul_assoc, hamiltonian_mul_transformation hA hD hX
    (isUnit_det_of_left_inverse hR) (isUnit_det_of_left_inverse hS),
    ← Matrix.mul_assoc, hU, Matrix.one_mul]
```

## (d) The coupling left by an arbitrary X

Drop all conditions on A, D, X, R and S. Show that the lower-left block of the transformed matrix is

(U†HU)₂₁ = S† [B† + D X − X (A + B X)] R.

The lower row of U† is (−S†X, S†), and the first columns of HU are (A + BX)R above and (B† + DX)R below. Their product is

−S†X(A + BX)R + S†(B† + DX)R,

which is the stated expression. The bracket is the residual of the decoupling equation. In Lean, `toBlocks₂₁` extracts the lower-left block, `simp` multiplies everything out, and `abel` reorders the sum.

```lean
omit [DecidableEq m] [DecidableEq n] in
/-- The lower-left block of the transformed Hamiltonian is the residual of the decoupling
equation, multiplied by `Sᴴ` on the left and `R` on the right. -/
theorem coupling_block (A : Matrix m m ℂ) (B : Matrix m n ℂ) (D : Matrix n n ℂ)
    (X : Matrix n m ℂ) (R : Matrix m m ℂ) (S : Matrix n n ℂ) :
    ((transformation X R S)ᴴ * hamiltonian A B D * transformation X R S).toBlocks₂₁ =
      Sᴴ * (Bᴴ + D * X - X * (A + B * X)) * R := by
  simp only [transformation, hamiltonian, fromBlocks_conjTranspose, fromBlocks_multiply,
    toBlocks_fromBlocks₂₁, conjTranspose_neg, conjTranspose_mul,
    conjTranspose_conjTranspose, Matrix.mul_add, Matrix.add_mul, Matrix.mul_sub,
    Matrix.sub_mul, Matrix.neg_mul, Matrix.mul_assoc]
  abel
```

## (e) The decoupling equation as a necessary condition

With R and S normalised, show that

(U†HU)₂₁ = 0 if and only if B† + D X = X (A + B X).

Write G for the residual in (d), so that the block is S†GR. If G = 0, the block vanishes. Conversely, a one-sided inverse of a square matrix is two-sided, so the normalisation conditions also give

R R†(1 + X†X) = 1 and (1 + XX†)S S† = 1.

Inserting both around G yields

G = (1 + XX†)S (S†GR) R†(1 + X†X),

which is zero when S†GR is. A normalised U of this form can thus block-diagonalise H only if X solves the decoupling equation. The proof obtains the two reversed products from `mul_eq_one_comm` and then follows the same chain in its `calc` block.

```lean
/-- For normalised `R` and `S`, the lower-left block of the transformed Hamiltonian
vanishes exactly when `X` solves the decoupling equation. -/
theorem coupling_block_eq_zero_iff (A : Matrix m m ℂ) (B : Matrix m n ℂ)
    (D : Matrix n n ℂ) {X : Matrix n m ℂ} {R : Matrix m m ℂ} {S : Matrix n n ℂ}
    (hR : Rᴴ * (1 + Xᴴ * X) * R = 1) (hS : Sᴴ * (1 + X * Xᴴ) * S = 1) :
    ((transformation X R S)ᴴ * hamiltonian A B D * transformation X R S).toBlocks₂₁ = 0 ↔
      IsDecoupling A B D X := by
  rw [coupling_block, IsDecoupling, ← sub_eq_zero (a := Bᴴ + D * X)]
  generalize Bᴴ + D * X - X * (A + B * X) = G
  constructor
  · intro h
    -- normalisation supplies a right inverse of R and a left inverse of Sᴴ
    have hR' : R * (Rᴴ * (1 + Xᴴ * X)) = 1 := mul_eq_one_comm.mp hR
    have hS' : ((1 + X * Xᴴ) * S) * Sᴴ = 1 :=
      mul_eq_one_comm.mp ((Matrix.mul_assoc _ _ _).symm.trans hS)
    calc G = (((1 + X * Xᴴ) * S) * Sᴴ) * G * (R * (Rᴴ * (1 + Xᴴ * X))) := by
          rw [hR', hS', Matrix.one_mul, Matrix.mul_one]
      _ = ((1 + X * Xᴴ) * S) * (Sᴴ * G * R) * (Rᴴ * (1 + Xᴴ * X)) := by
          simp only [Matrix.mul_assoc]
      _ = 0 := by rw [h, Matrix.mul_zero, Matrix.zero_mul]
  · intro h
    rw [h, Matrix.mul_zero, Matrix.zero_mul]
```

## (f) The energies of the two blocks

For any solution X of the decoupling equation, without Hermiticity of A and D and without R and S, show that

det(λ − H) = det(λ − A − B X) · det(λ − D + X B).

Let T have rows (1, 0) and (X, 1). Its inverse has rows (1, 0) and (−X, 1). Multiplying out, T⁻¹HT has rows

(A + BX, B)

(B† + DX − X(A + BX), D − XB).

The lower-left entry vanishes, so the matrix is block triangular and its characteristic polynomial is the product of those of its diagonal blocks. Similar matrices have the same characteristic polynomial, which gives the claim. The eigenvalues of H, with multiplicity, are therefore those of A + BX together with those of D − XB. For Hermitian D, the latter matrix is the adjoint of the D − B†X† in (b).

In Lean, `T'` is the inverse of `T`, `hK` is the triangular form, and `charpoly_mul_comm` moves `T'` from one side of the product to the other.

```lean
/-- If `X` solves the decoupling equation, the characteristic polynomial of the Hamiltonian
is the product of those of `A + B X` and `D - X B`. -/
theorem charpoly_factorisation {A : Matrix m m ℂ} {B : Matrix m n ℂ}
    {D : Matrix n n ℂ} {X : Matrix n m ℂ} (hX : IsDecoupling A B D X) :
    (hamiltonian A B D).charpoly = (A + B * X).charpoly * (D - X * B).charpoly := by
  unfold IsDecoupling at hX
  let T : Matrix (m ⊕ n) (m ⊕ n) ℂ := fromBlocks 1 0 X 1
  let T' : Matrix (m ⊕ n) (m ⊕ n) ℂ := fromBlocks 1 0 (-X) 1
  have hT : T * T' = 1 := by
    simp [T, T', fromBlocks_multiply]
  -- a triangular change of basis removes the lower-left block
  have hK : T' * (hamiltonian A B D * T) = fromBlocks (A + B * X) B 0 (D - X * B) := by
    simp only [T, T', hamiltonian, fromBlocks_multiply, Matrix.mul_one, Matrix.one_mul,
      Matrix.mul_zero, Matrix.zero_mul, add_zero, zero_add, Matrix.neg_mul]
    refine fromBlocks_inj.mpr ⟨rfl, rfl, ?_, ?_⟩
    · rw [hX]; abel
    · abel
  calc (hamiltonian A B D).charpoly = ((hamiltonian A B D * T) * T').charpoly := by
        rw [Matrix.mul_assoc, hT, Matrix.mul_one]
    _ = (T' * (hamiltonian A B D * T)).charpoly := Matrix.charpoly_mul_comm _ _
    _ = _ := by rw [hK, charpoly_fromBlocks_zero₂₁]
```

## (g) A four-level example

Take A = D = diag(0, 7), let B have rows (0, 12) and (12, 0), and let X have rows (0, 3/4) and (4/3, 0). Verify the hypotheses of (c) with

R = diag(3/5, 4/5) and S = diag(4/5, 3/5).

A and D are real and diagonal, hence Hermitian. Since BX = diag(16, 9), A + BX is 16 times the identity. Both sides of the decoupling equation then have rows (0, 12) and (64/3, 0). Further,

1 + X†X = diag(25/9, 25/16) and 1 + XX† = diag(25/16, 25/9),

and the squares of the entries of R and S are the reciprocals of these.

By (f) the energies are 16 and −9, each twice, and this X puts 16 in the upper block. The matrix with rows (0, −4/3) and (−3/4, 0) solves the same equation and puts −9 there, a short calculation that is not part of the Lean statement. This is the choice of solution mentioned at the start.

```lean
/-- An explicit matrix `X` for a four-level system with two upper and two lower levels. -/
def sampleX : Matrix (Fin 2) (Fin 2) ℂ := !![0, 3/4; 4/3, 0]
```

The theorem verifies the hypotheses only. One Hermiticity claim serves for both A and D, which are equal. The proof first computes the adjoints and the two matrices above, then compares entries.

```lean
/-- A four-level Hamiltonian with nonzero coupling, together with `sampleX` and explicit
`R` and `S`, meets the Hermiticity, decoupling and normalisation conditions. -/
theorem exact_decoupling_witness :
    (!![0, 0; 0, 7] : Matrix (Fin 2) (Fin 2) ℂ).IsHermitian ∧
    IsDecoupling !![0, 0; 0, 7] !![0, 12; 12, 0] !![0, 0; 0, 7] sampleX ∧
    (!![3/5, 0; 0, 4/5] : Matrix (Fin 2) (Fin 2) ℂ)ᴴ * (1 + sampleXᴴ * sampleX) *
      !![3/5, 0; 0, 4/5] = 1 ∧
    (!![4/5, 0; 0, 3/5] : Matrix (Fin 2) (Fin 2) ℂ)ᴴ * (1 + sampleX * sampleXᴴ) *
      !![4/5, 0; 0, 3/5] = 1 := by
  -- all entries are real, so conjugation leaves them unchanged
  have h3 : (starRingEnd ℂ) 3 = 3 := Complex.conj_eq_iff_im.mpr (by norm_num)
  have h4 : (starRingEnd ℂ) 4 = 4 := Complex.conj_eq_iff_im.mpr (by norm_num)
  have h5 : (starRingEnd ℂ) 5 = 5 := Complex.conj_eq_iff_im.mpr (by norm_num)
  have hX : sampleXᴴ = !![0, 4/3; 3/4, 0] := by
    ext i j
    fin_cases i <;> fin_cases j <;> norm_num [sampleX, conjTranspose_apply, h3, h4]
  have hR : (!![3/5, 0; 0, 4/5] : Matrix (Fin 2) (Fin 2) ℂ)ᴴ = !![3/5, 0; 0, 4/5] := by
    ext i j
    fin_cases i <;> fin_cases j <;> norm_num [conjTranspose_apply, h3, h4, h5]
  have hS : (!![4/5, 0; 0, 3/5] : Matrix (Fin 2) (Fin 2) ℂ)ᴴ = !![4/5, 0; 0, 3/5] := by
    ext i j
    fin_cases i <;> fin_cases j <;> norm_num [conjTranspose_apply, h3, h4, h5]
  have hXX : 1 + sampleXᴴ * sampleX = !![25/9, 0; 0, 25/16] := by
    rw [hX, sampleX, Matrix.mul_fin_two, Matrix.one_fin_two]
    ext i j
    fin_cases i <;> fin_cases j <;> norm_num [Matrix.add_apply]
  have hXX' : 1 + sampleX * sampleXᴴ = !![25/16, 0; 0, 25/9] := by
    rw [hX, sampleX, Matrix.mul_fin_two, Matrix.one_fin_two]
    ext i j
    fin_cases i <;> fin_cases j <;> norm_num [Matrix.add_apply]
  refine ⟨?_, ?_, ?_, ?_⟩
  · ext i j
    fin_cases i <;> fin_cases j <;> norm_num [conjTranspose_apply]
  · unfold IsDecoupling
    ext i j
    fin_cases i <;> fin_cases j <;>
      norm_num [sampleX, Matrix.mul_apply, Fin.sum_univ_succ, conjTranspose_apply]
  · rw [hR, hXX, Matrix.mul_fin_two, Matrix.mul_fin_two, Matrix.one_fin_two]
    norm_num
  · rw [hS, hXX', Matrix.mul_fin_two, Matrix.mul_fin_two, Matrix.one_fin_two]
    norm_num

end

end ExactTwoComponent
```

```lean
#print axioms ExactTwoComponent.exact_decoupling
#print axioms ExactTwoComponent.coupling_block_eq_zero_iff
#print axioms ExactTwoComponent.charpoly_factorisation
```

```
'ExactTwoComponent.exact_decoupling' depends on axioms: [propext, Classical.choice, Quot.sound]
'ExactTwoComponent.coupling_block_eq_zero_iff' depends on axioms: [propext, Classical.choice, Quot.sound]
'ExactTwoComponent.charpoly_factorisation' depends on axioms: [propext, Classical.choice, Quot.sound]
```
